# The least Lennard-Jones energy under uniform rescaling is at least −ε per pair

A cluster is modelled as $N\ge2$ distinct points $x_0,\dots,x_{N-1}$ in a real normed space, and a uniform rescaling multiplies every position by the same $t>0$. The shape is therefore fixed and only the size varies. Let $r_{ij}$ be the distance between $x_i$ and $x_j$, $\varepsilon>0$ the well depth of the pair potential, and $\sigma>0$ the separation at which the pair energy vanishes. With

$$S_k=\sum_{i<j}\left(\frac{\sigma}{r_{ij}}\right)^k,\qquad U(t)=4\varepsilon\left(\frac{S_{12}}{t^{12}}-\frac{S_6}{t^6}\right),$$

where $U(t)$ is the energy of the rescaled cluster, the result is

$$\min_{t>0}U(t)=-\varepsilon\frac{S_6^2}{S_{12}}\ \ge\ -\varepsilon\frac{N(N-1)}2,$$

with equality in the bound exactly when all pair distances are equal.

## Sizing a starting geometry

For a finite cluster with an untruncated Lennard-Jones potential, a simulation code can use $S_6$ and $S_{12}$ to set the best overall size of a trial geometry before relaxing its shape, or to check its energy routine. With a cutoff, the set of interacting pairs can change with $t$, and the formulas do not apply as they stand.

Summing over ordered pairs $i\ne j$ doubles both $S_6$ and $S_{12}$. The optimal scale is unchanged but the minimum energy doubles, so a correct scale does not reveal the double counting.

## Completing the square and measuring the spread

Rescaling turns $r_{ij}$ into $t\,r_{ij}$, which gives $U(t)$ above. Since every $S_k$ is positive, completing the square in $t^{-6}$ gives

$$U(t)=-\varepsilon\frac{S_6^2}{S_{12}}+4\varepsilon S_{12}\left(\frac1{t^6}-\frac{S_6}{2S_{12}}\right)^2.$$

The square vanishes exactly at $t^6=2S_{12}/S_6$, which has a positive solution, so the minimum is attained.

For the bound, let $n=N(N-1)/2$ be the number of pairs and $q_p=(\sigma/r_p)^6$ the term of pair $p$. Then $\sum_p q_p=S_6$ and $\sum_p q_p^2=S_{12}$, so

$$\sum_p(nq_p-S_6)^2=n^2S_{12}-2nS_6^2+nS_6^2=n(nS_{12}-S_6^2).$$

The left side is non-negative, hence $S_6^2/S_{12}\le n$. Equality forces every $q_p=S_6/n$, and so equal distances, because they are positive. Conversely, if all distances equal $d$, then $S_k=n(\sigma/d)^k$ and $S_6^2/S_{12}=n$.

In a Euclidean space of dimension $D$, equality also limits $N$. Suppose all distances equal $d>0$, and put $v_i=x_{i+1}-x_0$ for $0\le i\le N-2$. Then $v_i\cdot v_i=d^2$, and $|v_i-v_j|=d$ gives $v_i\cdot v_j=d^2/2$ for $i\ne j$. If $\sum_i g_iv_i=0$ and $G=\sum_i g_i$, the product with $v_k$ gives $\tfrac{d^2}{2}(G+g_k)=0$, so $g_k=-G$. Summing over $k$ gives $NG=0$, so every $g_k=0$. The $N-1$ vectors are independent, and $N\le D+1$. A larger cluster therefore has energy strictly above $-\varepsilon n$ at any size; in three dimensions this starts at five atoms.

## The Lean file

```lean
import Mathlib

open Finset

namespace LennardJonesRescaling

noncomputable section

variable {E : Type*} [NormedAddCommGroup E] [NormedSpace ℝ E] {N : ℕ}

/-- The pairs of particles, each counted once. -/
def pairs (N : ℕ) : Finset (Fin N × Fin N) := univ.filter (fun p => p.1 < p.2)

/-- The inverse-power sum `S_k`: the sum of `(σ / r_ij) ^ k` over all pairs. -/
def pairSum (σ : ℝ) (k : ℕ) (x : Fin N → E) : ℝ :=
  ∑ p ∈ pairs N, (σ / dist (x p.1) (x p.2)) ^ k

/-- The total Lennard-Jones energy of a configuration. -/
def ljEnergy (ε σ : ℝ) (x : Fin N → E) : ℝ :=
  ∑ p ∈ pairs N, 4 * ε *
    ((σ / dist (x p.1) (x p.2)) ^ 12 - (σ / dist (x p.1) (x p.2)) ^ 6)

/-- There are `N (N - 1) / 2` pairs among `N` particles. -/
theorem card_pairs (N : ℕ) : ((pairs N).card : ℝ) = N * (N - 1) / 2 := by
  have h : (pairs N).card = ∑ j : Fin N, (j : ℕ) := by
    unfold pairs
    rw [Finset.card_filter, Fintype.sum_prod_type_right]
    refine Finset.sum_congr rfl fun j _ => ?_
    show (∑ i : Fin N, if i < j then 1 else 0) = (j : ℕ)
    rw [← Finset.card_filter]
    have h' : univ.filter (fun i : Fin N => i < j) = Finset.Iio j := by
      ext i; simp
    rw [h', Fin.card_Iio]
  rw [h, Fin.sum_univ_eq_sum_range (fun k => k) N]
  clear h
  induction N with
  | zero => simp
  | succ n ih =>
    rw [Finset.sum_range_succ, Nat.cast_add, ih]
    push_cast
    ring

omit [NormedSpace ℝ E] in
/-- For at least two distinct particles every sum `S_k` is positive. -/
theorem pairSum_pos {σ : ℝ} (hσ : 0 < σ) (hN : 2 ≤ N) {x : Fin N → E}
    (hx : Function.Injective x) (k : ℕ) : 0 < pairSum σ k x := by
  refine Finset.sum_pos (fun p hp => ?_) ⟨(⟨0, by omega⟩, ⟨1, by omega⟩), by simp [pairs]⟩
  have hlt : p.1 < p.2 := (Finset.mem_filter.mp hp).2
  exact pow_pos (div_pos hσ (dist_pos.mpr (hx.ne hlt.ne))) k

/-- Under a uniform rescaling by `t` the repulsion scales as `t⁻¹²` and the attraction
as `t⁻⁶`. -/
theorem ljEnergy_scale (ε σ : ℝ) (x : Fin N → E) {t : ℝ} (ht : 0 < t) :
    ljEnergy ε σ (fun i => t • x i) =
      4 * ε * (pairSum σ 12 x / t ^ 12 - pairSum σ 6 x / t ^ 6) := by
  unfold ljEnergy pairSum
  rw [Finset.sum_div, Finset.sum_div, ← Finset.sum_sub_distrib, Finset.mul_sum]
  refine Finset.sum_congr rfl fun p _ => ?_
  rw [dist_smul₀, Real.norm_of_nonneg ht.le, mul_comm t, ← div_div,
    div_pow _ t 12, div_pow _ t 6]

/-- The energy of the rescaled cluster is `-ε S₆² / S₁₂` plus a square in `t⁻⁶`. -/
theorem ljEnergy_scale_eq_square (ε : ℝ) {σ : ℝ} (hσ : 0 < σ) (hN : 2 ≤ N)
    {x : Fin N → E} (hx : Function.Injective x) {t : ℝ} (ht : 0 < t) :
    ljEnergy ε σ (fun i => t • x i) = -ε * (pairSum σ 6 x ^ 2 / pairSum σ 12 x) +
      4 * ε * pairSum σ 12 x * (1 / t ^ 6 - pairSum σ 6 x / (2 * pairSum σ 12 x)) ^ 2 := by
  have hB := (pairSum_pos hσ hN hx 12).ne'
  have ht' := ht.ne'
  rw [ljEnergy_scale ε σ x ht]
  field_simp
  ring

/-- The rescaled cluster has energy `-ε S₆² / S₁₂` exactly at the scale
`t⁶ = 2 S₁₂ / S₆`. -/
theorem optimal_scale_iff {ε σ : ℝ} (hε : 0 < ε) (hσ : 0 < σ) (hN : 2 ≤ N)
    {x : Fin N → E} (hx : Function.Injective x) {t : ℝ} (ht : 0 < t) :
    ljEnergy ε σ (fun i => t • x i) = -ε * (pairSum σ 6 x ^ 2 / pairSum σ 12 x) ↔
      t ^ 6 = 2 * pairSum σ 12 x / pairSum σ 6 x := by
  have hA := pairSum_pos hσ hN hx 6
  have hB := pairSum_pos hσ hN hx 12
  rw [ljEnergy_scale_eq_square ε hσ hN hx ht]
  constructor
  · intro h
    have hp : 0 < 4 * ε * pairSum σ 12 x := by positivity
    have h2 := (mul_eq_zero.mp (add_eq_left.mp h)).resolve_left hp.ne'
    have h3 := sub_eq_zero.mp ((pow_eq_zero_iff two_ne_zero).mp h2)
    rw [div_eq_div_iff (by positivity) (by positivity)] at h3
    rw [eq_div_iff hA.ne']
    linarith
  · intro h
    rw [h, one_div_div, sub_self]
    ring

omit [NormedSpace ℝ E] in
/-- The spread of the pair terms `(σ / r_ij)⁶` measures the gap between `S₆²` and
`N (N - 1) / 2 * S₁₂`. -/
theorem pair_spread (σ : ℝ) (x : Fin N → E) :
    ∑ p ∈ pairs N, ((N * (N - 1) / 2 : ℝ) * (σ / dist (x p.1) (x p.2)) ^ 6
      - pairSum σ 6 x) ^ 2 =
    (N * (N - 1) / 2 : ℝ) *
      ((N * (N - 1) / 2 : ℝ) * pairSum σ 12 x - pairSum σ 6 x ^ 2) := by
  obtain ⟨A, hA⟩ : ∃ A, pairSum σ 6 x = A := ⟨_, rfl⟩
  obtain ⟨n, hn⟩ : ∃ n : ℝ, (N * (N - 1) / 2 : ℝ) = n := ⟨_, rfl⟩
  have hc := card_pairs N
  rw [hn] at hc
  rw [hA, hn]
  have h1 : ∀ p ∈ pairs N, (n * (σ / dist (x p.1) (x p.2)) ^ 6 - A) ^ 2 =
      n ^ 2 * (σ / dist (x p.1) (x p.2)) ^ 12
        - 2 * n * A * (σ / dist (x p.1) (x p.2)) ^ 6 + A ^ 2 := fun p _ => by ring
  rw [Finset.sum_congr rfl h1, Finset.sum_add_distrib, Finset.sum_sub_distrib,
    ← Finset.mul_sum, ← Finset.mul_sum, Finset.sum_const, nsmul_eq_mul, hc]
  change n ^ 2 * pairSum σ 12 x - 2 * n * A * pairSum σ 6 x + n * A ^ 2 = _
  rw [hA]
  ring

/-- For `N ≥ 2` distinct particles the least Lennard-Jones energy over uniform rescalings is
`-ε S₆² / S₁₂`; it is at least `-ε N (N - 1) / 2`, with equality if and only if all pair
distances are equal. -/
theorem lennardJones_rescaling {ε σ : ℝ} (hε : 0 < ε) (hσ : 0 < σ) (hN : 2 ≤ N)
    {x : Fin N → E} (hx : Function.Injective x) :
    IsLeast ((fun t : ℝ => ljEnergy ε σ (fun i => t • x i)) '' Set.Ioi 0)
      (-ε * (pairSum σ 6 x ^ 2 / pairSum σ 12 x)) ∧
    -ε * (N * (N - 1) / 2) ≤ -ε * (pairSum σ 6 x ^ 2 / pairSum σ 12 x) ∧
    (-ε * (pairSum σ 6 x ^ 2 / pairSum σ 12 x) = -ε * (N * (N - 1) / 2) ↔
      ∃ d : ℝ, ∀ i j, i ≠ j → dist (x i) (x j) = d) := by
  have hA := pairSum_pos hσ hN hx 6
  have hB := pairSum_pos hσ hN hx 12
  have hs := pair_spread σ x
  have hc := card_pairs N
  have hn : (0 : ℝ) < N * (N - 1) / 2 := by
    have h2 : (2 : ℝ) ≤ N := by exact_mod_cast hN
    have h3 : (0 : ℝ) < N - 1 := by linarith
    positivity
  obtain ⟨n, hnn⟩ : ∃ n : ℝ, (N * (N - 1) / 2 : ℝ) = n := ⟨_, rfl⟩
  rw [hnn] at hs hc hn ⊢
  refine ⟨⟨?_, ?_⟩, ?_, ?_, ?_⟩
  · -- the minimum is attained at the sixth root of `2 S₁₂ / S₆`
    have hq : 0 < 2 * pairSum σ 12 x / pairSum σ 6 x := by positivity
    have ht := Real.rpow_pos_of_pos hq (((6 : ℕ) : ℝ)⁻¹)
    exact ⟨_, ht, (optimal_scale_iff hε hσ hN hx ht).mpr
      (Real.rpow_inv_natCast_pow hq.le (by norm_num))⟩
  · rintro _ ⟨t, ht, rfl⟩
    change _ ≤ ljEnergy ε σ (fun i => t • x i)
    rw [ljEnergy_scale_eq_square ε hσ hN hx ht]
    exact le_add_of_nonneg_right (by positivity)
  · -- the spread is non-negative
    have h0 : 0 ≤ n * (n * pairSum σ 12 x - pairSum σ 6 x ^ 2) := by
      rw [← hs]
      exact Finset.sum_nonneg fun p _ => sq_nonneg _
    have h1 := nonneg_of_mul_nonneg_right h0 hn
    have h2 : pairSum σ 6 x ^ 2 / pairSum σ 12 x ≤ n := by
      rw [div_le_iff₀ hB]; linarith
    have h3 := mul_le_mul_of_nonneg_left h2 hε.le
    linarith
  · -- zero spread makes all pair terms equal
    intro h
    have h1 := mul_left_cancel₀ (neg_ne_zero.mpr hε.ne') h
    rw [div_eq_iff hB.ne'] at h1
    rw [h1, sub_self, mul_zero,
      Finset.sum_eq_zero_iff_of_nonneg (fun p _ => sq_nonneg _)] at hs
    have key : ∀ i j : Fin N, i < j →
        n * (σ / dist (x i) (x j)) ^ 6 = pairSum σ 6 x := fun i j hij =>
      sub_eq_zero.mp ((pow_eq_zero_iff two_ne_zero).mp
        (hs (i, j) (by simp [pairs, hij])))
    let a : Fin N := ⟨0, by omega⟩
    let b : Fin N := ⟨1, by omega⟩
    have hab : a < b := by simp [a, b]
    have main : ∀ i j : Fin N, i < j → dist (x i) (x j) = dist (x a) (x b) := by
      intro i j hij
      have hd := dist_pos.mpr (hx.ne hij.ne)
      have hd' := dist_pos.mpr (hx.ne hab.ne)
      have h2 := mul_left_cancel₀ hn.ne' ((key i j hij).trans (key a b hab).symm)
      have h3 := (pow_left_inj₀ (div_pos hσ hd).le (div_pos hσ hd').le (by norm_num)).mp h2
      rw [div_eq_div_iff hd.ne' hd'.ne'] at h3
      exact (mul_left_cancel₀ hσ.ne' h3).symm
    refine ⟨dist (x a) (x b), fun i j hij => ?_⟩
    rcases lt_or_gt_of_ne hij with h' | h'
    · exact main i j h'
    · rw [dist_comm]; exact main j i h'
  · rintro ⟨d, hd⟩
    have hk : ∀ k, pairSum σ k x = n * (σ / d) ^ k := by
      intro k
      have h1 : ∀ p ∈ pairs N, (σ / dist (x p.1) (x p.2)) ^ k = (σ / d) ^ k := by
        intro p hp
        rw [hd _ _ (Finset.mem_filter.mp hp).2.ne]
      unfold pairSum
      rw [Finset.sum_congr rfl h1, Finset.sum_const, nsmul_eq_mul, hc]
    have h2 : pairSum σ 6 x ^ 2 / pairSum σ 12 x = n := by
      rw [div_eq_iff hB.ne', hk 6, hk 12]
      ring
    rw [h2]

variable {F : Type*} [NormedAddCommGroup F] [InnerProductSpace ℝ F] [FiniteDimensional ℝ F]

/-- In a Euclidean space of dimension `D` at most `D + 1` distinct points can have all
their mutual distances equal. -/
theorem equidistant_card_le {x : Fin N → F} (hx : Function.Injective x) {d : ℝ}
    (h : ∀ i j, i ≠ j → dist (x i) (x j) = d) : N ≤ Module.finrank ℝ F + 1 := by
  cases N with
  | zero => omega
  | succ n =>
    let v : Fin n → F := fun i => x i.succ - x 0
    have hv : ∀ i, ‖v i‖ = d := fun i => by
      rw [← h _ _ (Fin.succ_ne_zero i), dist_eq_norm]
    -- Gram matrix of the difference vectors
    have hin : ∀ i j, inner ℝ (v i) (v j) = d ^ 2 / 2 + if i = j then d ^ 2 / 2 else 0 := by
      intro i j
      by_cases hij : i = j
      · subst hij
        rw [real_inner_self_eq_norm_sq, hv, if_pos rfl]
        ring
      · have h1 : ‖v i - v j‖ = d := by
          rw [← h i.succ j.succ (fun e => hij (Fin.succ_injective n e)), dist_eq_norm]
          congr 1
          simp only [v]
          abel
        have h2 := norm_sub_sq_real (v i) (v j)
        rw [h1, hv, hv] at h2
        rw [if_neg hij]
        linarith
    have li : LinearIndependent ℝ v := by
      rw [Fintype.linearIndependent_iff]
      intro g hg j
      have hd : 0 < d := by
        rw [← h _ _ (Fin.succ_ne_zero j)]
        exact dist_pos.mpr (hx.ne (Fin.succ_ne_zero j))
      obtain ⟨G, hG⟩ : ∃ G, ∑ i, g i = G := ⟨_, rfl⟩
      have hgj : ∀ k, g k = -G := by
        intro k
        have h0 : inner ℝ (∑ i, g i • v i) (v k) = 0 := by rw [hg, inner_zero_left]
        rw [sum_inner] at h0
        simp only [real_inner_smul_left, hin, mul_add, Finset.sum_add_distrib,
          ← Finset.sum_mul, mul_ite, mul_zero, Finset.sum_ite_eq', Finset.mem_univ,
          if_true, hG] at h0
        have h1 : (d ^ 2 / 2) * (G + g k) = 0 := by linarith
        have h2 := (mul_eq_zero.mp h1).resolve_left (by positivity)
        linarith
      have hsum : G = n * (-G) := by
        calc G = ∑ i, g i := hG.symm
          _ = ∑ _i : Fin n, -G := Finset.sum_congr rfl fun i _ => hgj i
          _ = n * (-G) := by
            rw [Finset.sum_const, nsmul_eq_mul, Finset.card_univ, Fintype.card_fin]
      have h3 : ((n : ℝ) + 1) * G = 0 := by linarith
      have h4 := (mul_eq_zero.mp h3).resolve_left (by positivity)
      rw [hgj j, h4, neg_zero]
    have hcard := li.fintype_card_le_finrank
    rw [Fintype.card_fin] at hcard
    omega

/-- In `D` dimensions a cluster of more than `D + 1` distinct particles has energy strictly
above `-ε N (N - 1) / 2`. -/
theorem ljEnergy_gt_of_large_cluster {ε σ : ℝ} (hε : 0 < ε) (hσ : 0 < σ)
    (hN : Module.finrank ℝ F + 1 < N) {x : Fin N → F} (hx : Function.Injective x) :
    -ε * (N * (N - 1) / 2) < ljEnergy ε σ x := by
  obtain ⟨hmin, hle, heq⟩ := lennardJones_rescaling hε hσ (by omega) hx
  have h1 := hmin.2 ⟨1, Set.mem_Ioi.mpr one_pos, rfl⟩
  simp only [one_smul] at h1
  refine lt_of_lt_of_le (lt_of_le_of_ne hle fun e => ?_) h1
  obtain ⟨d, hd⟩ := heq.mp e.symm
  exact absurd (equidistant_card_le hx hd) (not_le_of_gt hN)

end

end LennardJonesRescaling
```

```lean
#print axioms LennardJonesRescaling.lennardJones_rescaling
#print axioms LennardJonesRescaling.ljEnergy_gt_of_large_cluster
```

```
'LennardJonesRescaling.lennardJones_rescaling' depends on axioms: [propext, Classical.choice, Quot.sound]
'LennardJonesRescaling.ljEnergy_gt_of_large_cluster' depends on axioms: [propext, Classical.choice, Quot.sound]
```

## Exact minimum over size, not over shape

In `lennardJones_rescaling`, `x : Fin N → E` is the configuration, `Function.Injective x` says that the particles are distinct, and `pairs` counts each pair once. `IsLeast` on the image of `Set.Ioi 0` says that the stated energy is reached at some positive scale and that no positive scale goes lower. The other two conjuncts are the bound and its equality condition, with a common distance `d`.

`ljEnergy_scale` extracts the powers of $t$, and `ljEnergy_scale_eq_square` completes the square by `field_simp` and `ring`. `optimal_scale_iff` identifies the minimising scale; the main proof supplies it as a real sixth root. `card_pairs` and `pair_spread` provide the counting and the spread identity. When the spread is zero, each square is zero, and injectivity of positive sixth powers returns the distances.

`equidistant_card_le` carries out the inner-product argument in a finite-dimensional real inner product space `F`. `ljEnergy_gt_of_large_cluster` then takes $t=1$ to bound the energy of the given configuration.

The theorems concern exact real arithmetic and a single particle species. They do not find the best shape, and they cover neither periodic images nor rounding error.
